# Finite ground-state spins below the bulk Stoner threshold on equidistant levels

Put two electrons on two orbitals separated by $d$. Paired in the lower orbital, they have spin 0 and energy 0. Promoting one of them to make a triplet costs $d$, and an exchange term $-J\,k(k+1)$ for spin $k$ returns $2J$. The triplet therefore wins once $J > d/2$, although the bulk instability of the equal-spacing model sits at $J = d$.

With an even but otherwise unlimited number of electrons, and an unlimited supply of equidistant levels, I expect the spin to grow in steps as $J$ rises from $d/2$ towards $d$, with spin $S \ge 1$ being a ground state exactly when

$$\frac{d(2S-1)}{2S} \le J \le \frac{d(2S+1)}{2S+2}.$$

Comparing neighbouring spins suggests this, but I would like a rigorous argument that no distant spin lies lower, and a machine-checked version of it. How does that go?

## Two neighbours decide the ground state

Start from an even number of electrons filling the levels in pairs. The first spin flip moves an electron from the highest filled level to the lowest empty one, across a gap $d$. The next must bridge $3d$, then $5d$, and so on. Reaching spin $k$ costs

$$\sum_{i=0}^{k-1} (2i+1)d = d k^2, \qquad\text{so}\qquad E(k) = d k^2 - J k(k+1).$$

For two spins $k$ and $S$,

$$E(k)-E(S) = d(k^2-S^2) - J(k^2-S^2+k-S) = (k-S)\big[(d-J)(k+S)-J\big].$$

Suppose $S \ge 1$ is a ground-state spin. Setting $k=S+1$ gives $(d-J)(2S+1)-J \ge 0$, or $J(2S+2) \le d(2S+1)$. Setting $k=S-1$ gives $(d-J)(2S-1)-J \le 0$, or $d(2S-1) \le 2SJ$. These are the two bounds.

Conversely, assume both bounds. Since $d>0$, the upper one forces $J<d$, so the bracket increases with $k$.

- For $k \ge S+1$, the bracket is at least $(d-J)(2S+1)-J \ge 0$, and $k-S>0$.
- For $k \le S-1$, the bracket is at most $(d-J)(2S-1)-J \le 0$, and $k-S<0$.

In both cases $E(k) \ge E(S)$, so distant spins need no separate search.

The step between neighbours is $E(S+1)-E(S) = d(2S+1)-J(2S+2)$. It vanishes at the upper end of the window for $S$, which is also the lower end of the window for $S+1$. If $J \ge d$, it is at most $-d$, so the energy falls at every step and no ground-state spin exists.

For spin 0, the only condition is $J \le d/2$: then $(d-J)k-J \ge d-2J \ge 0$ for every $k \ge 1$, while $k=1$ shows that the condition is necessary.

Finally, let $d/2 \le J < d$. The upper thresholds $d\left(1-\frac{1}{2S+2}\right)$ approach $d$, so some $S \ge 1$ has its threshold at or above $J$. Take the first. Its lower bound holds because the preceding threshold was below $J$, or, if $S=1$, because $J \ge d/2$. Conversely, a ground-state spin $S\ge1$ requires $J \ge d(2S-1)/(2S) \ge d/2$, and the unending descent at $J \ge d$ forces $J<d$.

Here is the complete Lean file.

```lean
import Mathlib

open Finset

namespace MesoscopicStoner

noncomputable section

/-- One-particle cost of reaching spin `k` on equidistant levels of spacing `d`: counting from `i =
0`, spin flip `i` promotes an electron across a gap `(2 i + 1) d`. -/
def promotionCost (d : ℝ) (k : ℕ) : ℝ := ∑ i ∈ range k, d * (2 * (i : ℝ) + 1)

/-- Energy of the lowest state of spin `k`: promotion cost plus exchange energy
`-J k (k + 1)`. -/
def energy (d J : ℝ) (k : ℕ) : ℝ := promotionCost d k - J * ((k : ℝ) * (k + 1))

/-- `S` is a ground-state spin: no other integer spin has lower energy. -/
def IsGroundSpin (d J : ℝ) (S : ℕ) : Prop := ∀ k : ℕ, energy d J S ≤ energy d J k

/-- The promotion gaps add up to `d k²`. -/
theorem promotionCost_eq (d : ℝ) (k : ℕ) : promotionCost d k = d * (k : ℝ) ^ 2 := by
  unfold promotionCost
  induction k with
  | zero => simp
  | succ n ih =>
    rw [sum_range_succ, ih]
    push_cast
    ring

/-- The energy difference between spins `k` and `S` in factored form. -/
theorem energy_sub (d J : ℝ) (k S : ℕ) :
    energy d J k - energy d J S
      = ((k : ℝ) - S) * ((d - J) * ((k : ℝ) + S) - J) := by
  simp only [energy, promotionCost_eq]
  ring

/-- Spin `S ≥ 1` is a ground-state spin exactly when the exchange constant lies
between `d (2S - 1) / (2S)` and `d (2S + 1) / (2S + 2)`. -/
theorem isGroundSpin_iff {d J : ℝ} (hd : 0 < d) {S : ℕ} (hS : 1 ≤ S) :
    IsGroundSpin d J S ↔
      d * (2 * (S : ℝ) - 1) / (2 * S) ≤ J ∧ J ≤ d * (2 * (S : ℝ) + 1) / (2 * S + 2) := by
  have hS' : (1 : ℝ) ≤ S := by exact_mod_cast hS
  rw [div_le_iff₀ (by linarith), le_div_iff₀ (by linarith)]
  constructor
  · -- comparison with the two neighbouring spins
    intro h
    obtain ⟨m, rfl⟩ : ∃ m, S = m + 1 := ⟨S - 1, by omega⟩
    have h1 := h m
    have h2 := h (m + 1 + 1)
    simp only [energy, promotionCost_eq] at h1 h2
    push_cast at h1 h2 ⊢
    constructor <;> nlinarith
  · rintro ⟨h1, h2⟩ k
    -- the upper bound keeps the exchange below the bulk instability
    have hJ : J < d := by
      by_contra hc
      have hc' : d ≤ J := not_lt.mp hc
      nlinarith [mul_nonneg (sub_nonneg.2 hc') (by linarith : (0 : ℝ) ≤ 2 * S + 2)]
    have key := energy_sub d J k S
    rcases lt_trichotomy k S with hk | hk | hk
    · have hk' : (k : ℝ) + 1 ≤ S := by exact_mod_cast hk
      have a : 0 ≤ J - (d - J) * ((k : ℝ) + S) := by
        nlinarith [mul_nonneg (sub_nonneg.2 hJ.le) (sub_nonneg.2 hk')]
      have b := mul_nonneg (by linarith : (0 : ℝ) ≤ (S : ℝ) - k) a
      nlinarith
    · rw [hk]
    · have hk' : (S : ℝ) + 1 ≤ k := by exact_mod_cast hk
      have a : 0 ≤ (d - J) * ((k : ℝ) + S) - J := by
        nlinarith [mul_nonneg (sub_nonneg.2 hJ.le) (sub_nonneg.2 hk')]
      have b := mul_nonneg (by linarith : (0 : ℝ) ≤ (k : ℝ) - S) a
      linarith

/-- Spin zero is a ground-state spin exactly when `J ≤ d / 2`. -/
theorem isGroundSpin_zero_iff {d J : ℝ} (hd : 0 < d) :
    IsGroundSpin d J 0 ↔ J ≤ d / 2 := by
  constructor
  · intro h
    have h1 := h 1
    simp only [energy, promotionCost_eq] at h1
    norm_num at h1
    linarith
  · intro h k
    have key := energy_sub d J k 0
    rcases Nat.eq_zero_or_pos k with hk | hk
    · rw [hk]
    · have hk' : (1 : ℝ) ≤ k := by exact_mod_cast hk
      have a : 0 ≤ (d - J) * (k : ℝ) - J := by
        nlinarith [mul_nonneg (by linarith : (0 : ℝ) ≤ d - J) (sub_nonneg.2 hk')]
      have b := mul_nonneg (by linarith : (0 : ℝ) ≤ (k : ℝ)) a
      push_cast at key
      nlinarith

/-- Spins `S` and `S + 1` have equal energy exactly at `J = d (2S + 1) / (2S + 2)`. -/
theorem energy_succ_eq_iff (d J : ℝ) (S : ℕ) :
    energy d J (S + 1) = energy d J S ↔ J = d * (2 * (S : ℝ) + 1) / (2 * S + 2) := by
  rw [eq_div_iff (by positivity)]
  simp only [energy, promotionCost_eq]
  push_cast
  constructor <;> intro h <;> linarith

/-- For `J ≥ d` the energy decreases strictly with every increase of the spin. -/
theorem energy_strictAnti {d J : ℝ} (hd : 0 < d) (hJ : d ≤ J) :
    StrictAnti (energy d J) := by
  apply strictAnti_nat_of_succ_lt
  intro k
  simp only [energy, promotionCost_eq]
  push_cast
  nlinarith [mul_nonneg (sub_nonneg.2 hJ) (by positivity : (0 : ℝ) ≤ 2 * (k : ℝ) + 2)]

/-- A nonzero finite ground-state spin exists exactly when `d / 2 ≤ J < d`. -/
theorem exists_nonzero_groundSpin_iff {d J : ℝ} (hd : 0 < d) :
    (∃ S : ℕ, 1 ≤ S ∧ IsGroundSpin d J S) ↔ d / 2 ≤ J ∧ J < d := by
  constructor
  · rintro ⟨S, hS, h⟩
    have hS' : (1 : ℝ) ≤ S := by exact_mod_cast hS
    obtain ⟨h1, -⟩ := (isGroundSpin_iff hd hS).1 h
    rw [div_le_iff₀ (by linarith)] at h1
    constructor
    · by_contra hc
      have hc' : J < d / 2 := not_le.mp hc
      nlinarith [mul_pos (sub_pos.2 hc') (by linarith : (0 : ℝ) < S),
        mul_nonneg hd.le (sub_nonneg.2 hS')]
    · by_contra hc
      exact absurd (h (S + 1))
        (not_le_of_gt (energy_strictAnti hd (not_lt.mp hc) (Nat.lt_succ_self S)))
  · rintro ⟨hl, hu⟩
    classical
    -- some nonzero spin has its upper threshold at or above J; take the first one
    have hex : ∃ n : ℕ, J * (2 * (n : ℝ) + 4) ≤ d * (2 * (n : ℝ) + 3) := by
      obtain ⟨n, hn⟩ := exists_nat_ge (J / (d - J))
      rw [div_le_iff₀ (sub_pos.2 hu)] at hn
      refine ⟨n, ?_⟩
      nlinarith [mul_nonneg (sub_nonneg.2 hu.le) (by positivity : (0 : ℝ) ≤ (n : ℝ) + 3)]
    obtain ⟨n, hn, hmin⟩ : ∃ n : ℕ, J * (2 * (n : ℝ) + 4) ≤ d * (2 * (n : ℝ) + 3) ∧
        ∀ m < n, ¬ J * (2 * (m : ℝ) + 4) ≤ d * (2 * (m : ℝ) + 3) :=
      ⟨Nat.find hex, Nat.find_spec hex, fun m hm => Nat.find_min hex hm⟩
    refine ⟨n + 1, by omega, (isGroundSpin_iff hd (by omega)).2 ⟨?_, ?_⟩⟩
    · rw [div_le_iff₀ (by positivity)]
      rcases n with _ | m
      · push_cast
        linarith
      · have hm := not_le.mp (hmin m (Nat.lt_succ_self m))
        push_cast
        linarith
    · rw [le_div_iff₀ (by positivity)]
      push_cast
      linarith

end

end MesoscopicStoner
```

```lean
#print axioms MesoscopicStoner.isGroundSpin_zero_iff
-- 'MesoscopicStoner.isGroundSpin_zero_iff' depends on axioms: [propext, Classical.choice, Quot.sound]
#print axioms MesoscopicStoner.energy_succ_eq_iff
-- 'MesoscopicStoner.energy_succ_eq_iff' depends on axioms: [propext, Classical.choice, Quot.sound]
#print axioms MesoscopicStoner.exists_nonzero_groundSpin_iff
-- 'MesoscopicStoner.exists_nonzero_groundSpin_iff' depends on axioms: [propext, Classical.choice, Quot.sound]
```

## Levels, exchange and spin in the Lean definitions

The real numbers `d` and `J` are the level spacing and the exchange constant. The latter stands for an average exchange interaction, taken to be the same for all orbitals, that rewards total spin. `promotionCost d k` is the sum of gaps, and `energy d J k` adds the exchange term. That this is the lowest energy at spin `k` is part of the model, not derived from a many-electron Hamiltonian.

`IsGroundSpin d J S` says that `energy d J S` is at most the energy of every natural number `k`. Ties are allowed, which is why the windows are closed and share endpoints. `isGroundSpin_iff` states the equivalence in the question, under `0 < d` and `1 ≤ S`.

Because `k` is unbounded, the supply of electrons and levels is unlimited; in a finite grain the spin saturates, and the window of the largest possible spin has no upper end. In the two-orbital example, the triplet is a ground state for every $J \ge d/2$. Half-integer spins, temperature and the irregular level spacings of real mesoscopic samples are absent.

Within this equal-spacing, constant-exchange model, comparing only singlet and triplet can miss the ground state of a small metallic particle: at $J = 0.8\,d$ the energies for spins 1, 2 and 3 are $-0.6\,d$, $-0.8\,d$ and $-0.6\,d$.

The condition `1 ≤ S` matters. For $d=1$, $J=-1$ the energy is $2k^2+k$, so spin 0 is the ground state. At $S=0$ the lower bound of the window is a quotient with zero denominator. Lean assigns such a quotient the value 0, so the formula would wrongly demand $0 \le J$. Positivity of $d$ matters for the existence criterion and for the strict descent at $J \ge d$: at $d=J=0$ the energy is constant and every spin is a ground state, yet $d/2 \le J < d$ is false. A negative $d$, though not a physical level spacing, would also break the spin-zero criterion: for $d=-1$, $J=-0.6$ the condition $J \le d/2$ holds, but spin 2 has energy $-0.4$, below the energy 0 of spin 0.

## How the proof follows the energy differences

`promotionCost_eq` sums the gaps by induction, and `energy_sub` is the factorisation, verified by `ring`.

In `isGroundSpin_iff`, the denominators are cleared first. The forward direction writes `S = m + 1`, so that the lower neighbour is the natural number `m`, and compares with `m` and `m + 1 + 1`. The reverse direction derives `J < d`, then splits with `lt_trichotomy` into spins below, equal to and above `S`. In the outer cases, `a` fixes the sign of the bracket and `b` multiplies it by the distance between the spins.

`isGroundSpin_zero_iff` repeats this with only an upper neighbour. `energy_succ_eq_iff` solves the degeneracy condition, and `energy_strictAnti` checks one step of the descent at $J \ge d$.

`exists_nonzero_groundSpin_iff` uses the lower window bound and that descent for necessity. For existence, `exists_nat_ge` supplies a natural number at least $J/(d-J)$, which is large enough to meet the threshold condition. `Nat.find` then selects the first `n` that meets it, and the ground-state spin is `n + 1`.
